# Linear mixing with sharp filling never converges for a single level that rises linearly through the chemical potential as it fills

A sharp filling rule must say what happens to a level that sits exactly at the chemical potential $\mu$. Here such a level is empty: a level at energy $x$ has occupation 1 if $x<\mu$ and 0 otherwise. This choice matters because the level has energy $e+Kf$ at occupation $f$, and with $e<\mu<e+K$ it reaches $\mu$ at the fractional occupation $f^*=(\mu-e)/K$. If any occupation were allowed at $\mu$, then $f^*$ would be self-consistent. A rule that returns only 0 or 1 rules it out.

The constant $e$ is the energy of the empty level, and $K$ is the rise in energy per unit of occupation, a linear model of the repulsion that a level feels from its own charge in the Hartree potential of the total density. The chemical potential is held fixed, as for a level in contact with a reservoir.

## Filling rules and the mixing loop

In Lean 4 with Mathlib:

```lean
import Mathlib

open Filter Topology Set

namespace FractionalFillingSCF

noncomputable section

/-- Sharp filling of a level at energy `x`: occupation 1 below the chemical potential `μ`,
and 0 otherwise. -/
def stepOcc (μ x : ℝ) : ℝ := if x < μ then 1 else 0
```

`stepOcc μ x` is the sharp rule. Both arguments are real numbers, and so is the result.

```lean
/-- Fermi-Dirac filling of a level at energy `x`, at inverse temperature `β`. -/
def fermiOcc (β μ x : ℝ) : ℝ := 1 / (1 + Real.exp (β * (x - μ)))
```

`fermiOcc β μ x` is the smeared rule, $F(x)=1/(1+e^{\beta(x-\mu)})$, with inverse temperature $\beta$.

```lean
/-- One update with linear mixing: the level sits at `e + K * f`, is refilled by the rule `occ`,
and the new occupation enters with weight `a`. -/
def mix (occ : ℝ → ℝ) (e K a f : ℝ) : ℝ := (1 - a) * f + a * occ (e + K * f)
```

`mix` performs one update, $f\mapsto(1-a)f+a\,\mathrm{occ}(e+Kf)$, where $a$ is the mixing weight. The filling rule `occ` is itself an argument, so the same loop serves both rules.

```lean
/-- The occupations produced by repeated linear mixing from the starting value `f₀`. -/
def scf (occ : ℝ → ℝ) (e K a f₀ : ℝ) : ℕ → ℝ
  | 0 => f₀
  | n + 1 => mix occ e K a (scf occ e K a f₀ n)
```

`scf` is the sequence $f_0,f_1,f_2,\dots$ of iterates. The starting value may be any real number, not only one in $[0,1]$.

## No occupation reproduces itself

```lean
variable {e K μ a β : ℝ}

/-- If the empty level lies below `μ` and the full level above it, no occupation
reproduces itself under sharp filling. -/
theorem no_self_consistent_occupation (h1 : e < μ) (h2 : μ < e + K) (f : ℝ) :
    stepOcc μ (e + K * f) ≠ f := by
  unfold stepOcc
  split_ifs with h
  · intro hf
    rw [← hf] at h
    linarith
  · intro hf
    rw [← hf] at h
    exact h (by linarith)
```

The names in parentheses, `h1` and `h2`, label the hypotheses $e<\mu$ and $\mu<e+K$; the conclusion follows the last colon. It says that the sharp rule never returns the occupation it was given.

Suppose it did. If $e+Kf<\mu$, the rule returns 1, so $f=1$ and $e+K<\mu$, which is false. Otherwise it returns 0, so $f=0$ and $e\ge\mu$, also false. The tactic `split_ifs` makes these two cases, and `linarith` finds the contradictions between linear inequalities.

## Every update moves the occupation

```lean
/-- For a level below `μ`, a sharp update takes the occupation `f` to `(1 - a) * f + a`. -/
theorem mix_below {f : ℝ} (h : e + K * f < μ) :
    mix (stepOcc μ) e K a f = (1 - a) * f + a := by
  unfold mix stepOcc
  rw [if_pos h, mul_one]
```

Below $\mu$, the update is $f\mapsto(1-a)f+a$, so the occupation changes by $a(1-f)$.

```lean
/-- A level at or above `μ` has its occupation scaled by `1 - a`. -/
theorem mix_above {f : ℝ} (h : μ ≤ e + K * f) :
    mix (stepOcc μ) e K a f = (1 - a) * f := by
  unfold mix stepOcc
  rw [if_neg (not_lt.mpr h), mul_zero, add_zero]
```

At or above $\mu$, it is $f\mapsto(1-a)f$, a change of $-af$.

```lean
/-- For nonnegative `K` and `a`, the size of the change of occupation in one sharp update, times
`K`, is at least `a` times the smaller of `μ - e` and `e + K - μ`. -/
theorem step_lower_bound (hK : 0 ≤ K) (ha : 0 ≤ a) (f : ℝ) :
    a * min (μ - e) (e + K - μ) ≤ K * |mix (stepOcc μ) e K a f - f| := by
  rcases lt_or_ge (e + K * f) μ with h | h
  · rw [mix_below h]
    have m := mul_le_mul_of_nonneg_left (min_le_right (μ - e) (e + K - μ)) ha
    have s := mul_le_mul_of_nonneg_left (le_abs_self ((1 - a) * f + a - f)) hK
    have p := mul_nonneg ha (sub_nonneg.mpr h.le)
    nlinarith
  · rw [mix_above h]
    have m := mul_le_mul_of_nonneg_left (min_le_left (μ - e) (e + K - μ)) ha
    have s := mul_le_mul_of_nonneg_left (neg_le_abs ((1 - a) * f - f)) hK
    have p := mul_nonneg ha (sub_nonneg.mpr h)
    nlinarith
```

Write $\Delta f$ for the change in one update. The theorem states

$$a\min(\mu-e,\;e+K-\mu)\le K|\Delta f|.$$

If the level is below $\mu$, then

$$K\Delta f=a\bigl[(e+K)-(e+Kf)\bigr]\ge a(e+K-\mu).$$

If it is at or above $\mu$, then

$$-K\Delta f=a\bigl[(e+Kf)-e\bigr]\ge a(\mu-e).$$

Each right-hand side is at least $a$ times the minimum. In the code, `rcases` separates the cases, and `nlinarith` combines the prepared inequalities `m`, `s` and `p`.

## No limit from any starting value

```lean
/-- Linear mixing with sharp filling never converges when `K > 0`, `e < μ < e + K` and the
mixing weight is positive, whatever the starting occupation. -/
theorem sharp_mixing_never_converges (hK : 0 < K) (h1 : e < μ) (h2 : μ < e + K)
    (ha : 0 < a) (f₀ : ℝ) :
    ¬ ∃ L, Tendsto (scf (stepOcc μ) e K a f₀) atTop (𝓝 L) := by
  rintro ⟨L, h⟩
  -- in a convergent sequence the steps would die out
  have hs := (((tendsto_add_atTop_iff_nat 1).mpr h).sub h).abs.const_mul K
  have hb : a * min (μ - e) (e + K - μ) ≤ K * |L - L| :=
    ge_of_tendsto' hs (fun n => step_lower_bound hK.le ha.le _)
  rw [sub_self, abs_zero, mul_zero] at hb
  have hp : 0 < a * min (μ - e) (e + K - μ) :=
    mul_pos ha (lt_min (by linarith) (by linarith))
  linarith
```

`Tendsto (scf …) atTop (𝓝 L)` means $f_n\to L$ as $n\to\infty$, and `¬ ∃ L` says that no real $L$ has this property. The hypothesis $K>0$ already follows from $e<\mu<e+K$. No upper bound on $a$ is required.

If $f_n\to L$, then $K|f_{n+1}-f_n|\to K|L-L|=0$. But every term is at least $a\min(\mu-e,e+K-\mu)$, which is positive, and a lower bound survives the limit. This is a contradiction. The line `hs` is the limit of the steps, and `ge_of_tendsto'` carries the bound over to it.

The strict inequality $\mu<e+K$ matters. Take $e=0$, $K=\mu=1$, $a=\tfrac12$ and $f_0=0$. The iterates are $0,\tfrac12,\tfrac34,\dots$ and converge to 1, so $\mu\le e+K$ would not suffice. The sharp rule returns 0 at $f=1$ and 1 at $f=0$, and it has no other values, so no occupation is self-consistent, the limit included. Absence of a self-consistent occupation is therefore not enough to prevent convergence; the lower bound on the steps is what does it.

For self-consistent electronic-structure calculations, this one-level model with fixed $\mu$ shows a failure that reducing a constant linear-mixing weight does not cure. It says nothing about other mixing schemes or about many coupled levels.

## The level stays near the chemical potential

```lean
/-- For `e < μ < e + K` and `0 < a ≤ 1`, a level within `a * K` of `μ` is still within `a * K`
of `μ` after a sharp update. -/
theorem window_invariant (h1 : e < μ) (h2 : μ < e + K) (ha : 0 < a) (ha1 : a ≤ 1) {f : ℝ}
    (hf : |e + K * f - μ| < a * K) :
    |e + K * mix (stepOcc μ) e K a f - μ| < a * K := by
  rw [abs_lt] at hf ⊢
  obtain ⟨hl, hu⟩ := hf
  have p2 := mul_pos ha (sub_pos.mpr h1)
  have p3 := mul_pos ha (sub_pos.mpr h2)
  rcases lt_or_ge (e + K * f) μ with h | h
  · rw [mix_below h]
    have p1 := mul_nonneg (sub_nonneg.mpr ha1) (sub_nonneg.mpr h.le)
    have p4 := mul_pos ha (sub_pos.mpr h)
    constructor <;> nlinarith
  · rw [mix_above h]
    have p1 := mul_nonneg (sub_nonneg.mpr ha1) (sub_nonneg.mpr h)
    have p4 := mul_nonneg ha.le (sub_nonneg.mpr h)
    constructor <;> nlinarith
```

Let $x=e+Kf$, and let $x'$ be the level energy after the update. For $0<a\le1$, the theorem says that $|x-\mu|<aK$ implies $|x'-\mu|<aK$.

If $x<\mu$, then

$$x'-\mu=(1-a)(x-\mu)+a(e+K-\mu).$$

The first term is at most 0, so $x'-\mu\le a(e+K-\mu)<aK$. The second is positive, so $x'-\mu>(1-a)(x-\mu)\ge x-\mu>-aK$.

If $x\ge\mu$, then

$$x'-\mu=(1-a)(x-\mu)-a(\mu-e),$$

which is at least $-a(\mu-e)>-aK$ and at most $x-\mu<aK$. The code proves the two sides of the absolute value separately.

```lean
/-- For `K > 0`, `e < μ < e + K` and `0 < a ≤ 1`, sharp mixing eventually keeps the level
within `a * K` of the chemical potential. -/
theorem level_eventually_trapped (hK : 0 < K) (h1 : e < μ) (h2 : μ < e + K)
    (ha : 0 < a) (ha1 : a ≤ 1) (f₀ : ℝ) :
    ∃ N, ∀ n ≥ N, |e + K * scf (stepOcc μ) e K a f₀ n - μ| < a * K := by
  have entry : ∃ N, |e + K * scf (stepOcc μ) e K a f₀ N - μ| < a * K := by
    by_contra! h
    have p2 := mul_pos ha (sub_pos.mpr h1)
    have p3 := mul_pos ha (sub_pos.mpr h2)
    rcases lt_or_ge (e + K * f₀) μ with h0 | h0
    · -- the level would stay below `μ`, with growing occupation bounded by 1
      have below : ∀ n, e + K * scf (stepOcc μ) e K a f₀ n < μ := by
        intro n
        induction n with
        | zero => exact h0
        | succ n ih =>
          have hs : scf (stepOcc μ) e K a f₀ (n + 1)
              = (1 - a) * scf (stepOcc μ) e K a f₀ n + a := mix_below ih
          have hn := h (n + 1)
          by_contra hc
          rw [abs_of_nonneg (by linarith), hs] at hn
          have p1 := mul_nonneg (sub_nonneg.mpr ha1) (sub_nonneg.mpr ih.le)
          nlinarith
      have lt1 : ∀ n, scf (stepOcc μ) e K a f₀ n < 1 := fun n =>
        lt_of_mul_lt_mul_left (by linarith [below n]) hK.le
      refine sharp_mixing_never_converges hK h1 h2 ha f₀
        ⟨_, tendsto_atTop_ciSup (monotone_nat_of_le_succ fun n => ?_) ⟨1, ?_⟩⟩
      · have hs : scf (stepOcc μ) e K a f₀ (n + 1)
            = (1 - a) * scf (stepOcc μ) e K a f₀ n + a := mix_below (below n)
        rw [hs]
        nlinarith [mul_pos ha (sub_pos.mpr (lt1 n))]
      · rintro _ ⟨n, rfl⟩
        exact (lt1 n).le
    · -- the level would stay above `μ`, with falling occupation bounded by 0
      have above : ∀ n, μ ≤ e + K * scf (stepOcc μ) e K a f₀ n := by
        intro n
        induction n with
        | zero => exact h0
        | succ n ih =>
          have hs : scf (stepOcc μ) e K a f₀ (n + 1)
              = (1 - a) * scf (stepOcc μ) e K a f₀ n := mix_above ih
          have hn := h (n + 1)
          by_contra hc
          rw [abs_of_nonpos (by linarith), hs] at hn
          have p1 := mul_nonneg (sub_nonneg.mpr ha1) (sub_nonneg.mpr ih)
          nlinarith
      have pos : ∀ n, 0 < scf (stepOcc μ) e K a f₀ n := fun n =>
        lt_of_mul_lt_mul_left (by linarith [above n]) hK.le
      refine sharp_mixing_never_converges hK h1 h2 ha f₀
        ⟨_, tendsto_atTop_ciInf (antitone_nat_of_succ_le fun n => ?_) ⟨0, ?_⟩⟩
      · have hs : scf (stepOcc μ) e K a f₀ (n + 1)
            = (1 - a) * scf (stepOcc μ) e K a f₀ n := mix_above (above n)
        rw [hs]
        nlinarith [mul_pos ha (pos n)]
      · rintro _ ⟨n, rfl⟩
        exact (pos n).le
  obtain ⟨N, hN⟩ := entry
  refine ⟨N, fun n hn => ?_⟩
  induction n, hn using Nat.le_induction with
  | base => exact hN
  | succ m _ ih => exact window_invariant h1 h2 ha ha1 ih
```

From some index $N$ onwards, the level lies within $aK$ of $\mu$; equivalently, $|f_n-f^*|<a$. A smaller weight narrows the window, but the occupations still do not settle.

To see that the window is entered, suppose that it never is. A level below $\mu$ moves to less than $\mu+aK$, by the formula above. It cannot land in the window, so it stays below $\mu$. Then $Kf_n<\mu-e<K$ gives $f_n<1$, and each change $a(1-f_n)$ is positive. The occupations increase and are bounded by 1, so they converge, which is impossible.

A level starting at or above $\mu$ likewise stays there. Now $Kf_n\ge\mu-e>0$, so the occupations are positive and decrease by $af_n$, and they would again converge. `by_contra!` introduces the assumption, and the induction proofs `below` and `above` keep the level on its side. Once the window is entered, a last induction applies `window_invariant`.

## Smearing with a small enough mixing weight restores convergence

```lean
/-- For `β ≥ 0`, raising a level from `y` to `x` never increases its Fermi-Dirac occupation, and
lowers it by at most `β * (x - y)`. -/
theorem fermi_drop (hβ : 0 ≤ β) {x y : ℝ} (hxy : y ≤ x) :
    0 ≤ fermiOcc β μ y - fermiOcc β μ x ∧
      fermiOcc β μ y - fermiOcc β μ x ≤ β * (x - y) := by
  unfold fermiOcc
  have ht : 0 ≤ β * (x - y) := mul_nonneg hβ (sub_nonneg.mpr hxy)
  have hAB : Real.exp (β * (y - μ)) ≤ Real.exp (β * (x - μ)) :=
    Real.exp_le_exp.mpr (by nlinarith)
  have hE : Real.exp (β * (y - μ))
      = Real.exp (β * (x - μ)) * Real.exp (-(β * (x - y))) := by
    rw [← Real.exp_add]
    congr 1
    ring
  have hlin := mul_le_mul_of_nonneg_left (Real.add_one_le_exp (-(β * (x - y))))
    (Real.exp_pos (β * (x - μ))).le
  rw [← hE] at hlin
  have hA := Real.exp_pos (β * (y - μ))
  have hB := Real.exp_pos (β * (x - μ))
  generalize Real.exp (β * (y - μ)) = A at *
  generalize Real.exp (β * (x - μ)) = B at *
  generalize β * (x - y) = t at *
  have hd : 1 / (1 + A) - 1 / (1 + B) = (B - A) / ((1 + A) * (1 + B)) := by
    have hA' : 1 + A ≠ 0 := by positivity
    have hB' : 1 + B ≠ 0 := by positivity
    rw [div_sub_div _ _ hA' hB']
    congr 1
    ring
  rw [hd]
  constructor
  · exact div_nonneg (sub_nonneg.mpr hAB) (by positivity)
  · rw [div_le_iff₀ (by positivity)]
    nlinarith [mul_nonneg ht hA.le, mul_nonneg ht (mul_pos hA hB).le]
```

For $y\le x$ and $\beta\ge0$, this says $0\le F(y)-F(x)\le\beta(x-y)$. Set $A=e^{\beta(y-\mu)}$, $B=e^{\beta(x-\mu)}$ and $t=\beta(x-y)$. Then

$$F(y)-F(x)=\frac{B-A}{(1+A)(1+B)}\ge0.$$

Since $A=Be^{-t}\ge B(1-t)$, we have $B-A\le tB$, and the quotient is at most $t$. The `generalize` lines introduce the same abbreviations.

```lean
/-- With Fermi-Dirac smearing, `K, β ≥ 0`, `a > 0` and `a * (1 + β * K) ≤ 1`, linear mixing
converges to a self-consistent fractional occupation, with error at most `(1 - a) ^ n` times
the initial error after `n` updates. -/
theorem smeared_mixing_converges (hK : 0 ≤ K) (hβ : 0 ≤ β) (ha : 0 < a)
    (hmix : a * (1 + β * K) ≤ 1) (f₀ : ℝ) :
    ∃ p ∈ Ioo (0 : ℝ) 1, fermiOcc β μ (e + K * p) = p ∧
      (∀ n, |scf (fermiOcc β μ) e K a f₀ n - p| ≤ (1 - a) ^ n * |f₀ - p|) ∧
      Tendsto (scf (fermiOcc β μ) e K a f₀) atTop (𝓝 p) := by
  have hpos : ∀ x, 0 < fermiOcc β μ x := fun x => by
    unfold fermiOcc
    positivity
  have hlt : ∀ x, fermiOcc β μ x < 1 := fun x => by
    unfold fermiOcc
    rw [div_lt_one (by positivity)]
    linarith [Real.exp_pos (β * (x - μ))]
  -- a self-consistent occupation exists by the intermediate value theorem
  have hc : Continuous (fun f : ℝ => f - fermiOcc β μ (e + K * f)) := by
    unfold fermiOcc
    exact continuous_id.sub (continuous_const.div (by fun_prop) (fun x =>
      (by positivity : (0 : ℝ) < 1 + Real.exp (β * (e + K * x - μ))).ne'))
  obtain ⟨p, -, hp⟩ := intermediate_value_Icc (zero_le_one' ℝ) hc.continuousOn
    (show (0 : ℝ) ∈ Icc _ _ from
      ⟨by linarith [hpos (e + K * 0)], by linarith [hlt (e + K * 1)]⟩)
  have hfix : fermiOcc β μ (e + K * p) = p := (sub_eq_zero.mp hp).symm
  have haK : 0 ≤ a * (β * K) := mul_nonneg ha.le (mul_nonneg hβ hK)
  have ha1 : 0 ≤ 1 - a := by nlinarith
  -- each update contracts the distance to it
  have contr : ∀ f, |mix (fermiOcc β μ) e K a f - p| ≤ (1 - a) * |f - p| := by
    intro f
    unfold mix
    rcases le_total p f with h | h
    · obtain ⟨d0, d1⟩ := fermi_drop (μ := μ) hβ
        (show e + K * p ≤ e + K * f by gcongr)
      rw [hfix] at d0 d1
      have q0 := mul_nonneg ha.le d0
      have q1 := mul_le_mul_of_nonneg_left d1 ha.le
      have q2 := mul_nonneg (sub_nonneg.mpr hmix) (sub_nonneg.mpr h)
      have q3 := mul_nonneg ha1 (sub_nonneg.mpr h)
      rw [abs_of_nonneg (sub_nonneg.mpr h), abs_le]
      constructor <;> nlinarith
    · obtain ⟨d0, d1⟩ := fermi_drop (μ := μ) hβ
        (show e + K * f ≤ e + K * p by gcongr)
      rw [hfix] at d0 d1
      have q0 := mul_nonneg ha.le d0
      have q1 := mul_le_mul_of_nonneg_left d1 ha.le
      have q2 := mul_nonneg (sub_nonneg.mpr hmix) (sub_nonneg.mpr h)
      have q3 := mul_nonneg ha1 (sub_nonneg.mpr h)
      rw [abs_of_nonpos (sub_nonpos.mpr h), abs_le]
      constructor <;> nlinarith
  have bound : ∀ n, |scf (fermiOcc β μ) e K a f₀ n - p| ≤ (1 - a) ^ n * |f₀ - p| := by
    intro n
    induction n with
    | zero => simp [scf]
    | succ n ih =>
      calc |scf (fermiOcc β μ) e K a f₀ (n + 1) - p|
          ≤ (1 - a) * |scf (fermiOcc β μ) e K a f₀ n - p| := contr _
        _ ≤ (1 - a) * ((1 - a) ^ n * |f₀ - p|) := mul_le_mul_of_nonneg_left ih ha1
        _ = (1 - a) ^ (n + 1) * |f₀ - p| := by ring
  have lim := (tendsto_pow_atTop_nhds_zero_of_lt_one ha1
    (by linarith : 1 - a < 1)).mul_const |f₀ - p|
  rw [zero_mul] at lim
  exact ⟨p, ⟨hfix ▸ hpos _, hfix ▸ hlt _⟩, hfix, bound,
    tendsto_sub_nhds_zero_iff.mp (squeeze_zero_norm bound lim)⟩

end

end FractionalFillingSCF
```

With $K,\beta\ge0$, $a>0$ and $a(1+\beta K)\le1$, there is an occupation $p$ strictly between 0 and 1 with $F(e+Kp)=p$. The iterates converge to it, with $|f_n-p|\le(1-a)^n|f_0-p|$. The condition on $a$ is sufficient for this bound; when $K$ and $\beta$ are positive, the largest weight it allows, $1/(1+\beta K)$, falls as either of them grows.

The function $f-F(e+Kf)$ is continuous, negative at 0 and positive at 1, so it vanishes at some $p$. Because $p$ is a value of $F$, it lies strictly between 0 and 1.

For $f\ge p$, let $d=p-F(e+Kf)$. By `fermi_drop`, $0\le d\le\beta K(f-p)$. The updated occupation $f'$ satisfies

$$f'-p=(1-a)(f-p)-ad.$$

This is at most $(1-a)(f-p)$, and at least $(1-a-a\beta K)(f-p)\ge0$. Hence $|f'-p|\le(1-a)|f-p|$. The case $f\le p$ is the same with signs reversed. These are the two branches of `contr`; induction then gives `bound`, and since $0\le1-a<1$, the error tends to zero.

```lean
#print axioms FractionalFillingSCF.no_self_consistent_occupation
#print axioms FractionalFillingSCF.sharp_mixing_never_converges
#print axioms FractionalFillingSCF.level_eventually_trapped
#print axioms FractionalFillingSCF.smeared_mixing_converges
```

```
'FractionalFillingSCF.no_self_consistent_occupation' depends on axioms: [propext, Classical.choice, Quot.sound]
'FractionalFillingSCF.sharp_mixing_never_converges' depends on axioms: [propext, Classical.choice, Quot.sound]
'FractionalFillingSCF.level_eventually_trapped' depends on axioms: [propext, Classical.choice, Quot.sound]
'FractionalFillingSCF.smeared_mixing_converges' depends on axioms: [propext, Classical.choice, Quot.sound]
```
